# Magnetic translations of a supercell commute exactly when its cell count is a multiple of the flux denominator

## Definitions and conventions

A lattice vector is a pair of integers $u=(u_1,u_2)$, in units of the two primitive vectors of a planar crystal. Let $T_1,T_2$ be invertible complex $N\times N$ matrices, $N\ge 1$, with

$$T_1T_2 = w\,T_2T_1,$$

where $w$ is a primitive $q$-th root of unity: $w^k=1$ exactly when $q$ divides $k$. The magnetic translation by $u$ and the oriented area spanned by $u$ and $v$ are

$$T(u)=T_1^{u_1}T_2^{u_2},\qquad \mathrm{area}(u,v)=u_1v_2-u_2v_1 .$$

A supercell is described by the subgroup $L\subseteq\mathbb Z^2$ of its lattice vectors. The index of $L$ is the number of primitive cells in the supercell.

The phase $w$ stands for the Aharonov–Bohm phase that a charged particle collects around one primitive cell. The flux quantum is Planck's constant divided by the magnitude of the particle's charge (in SI units). If the flux per cell is $p/q$ flux quanta in lowest terms, then $w=e^{\pm 2\pi i p/q}$, with a sign that depends on convention.

## Which supercells are allowed

For $L$ of finite index, the operators $T(u)$ with $u\in L$ commute pairwise if and only if the index of $L$ is a positive multiple of $q$. The shape of the supercell does not matter. The smallest size, $q$ cells, is attained by the stripe $q\mathbb Z\times\mathbb Z$.

In a non-interacting lattice model with rational flux, this is the condition on a magnetic supercell under which its translations can share eigenstates, as Bloch labelling requires.

## The phase is an area

The basic relation reads $T_1T_2T_1^{-1}=wT_2$. Raising it to any integer power $b$ gives $T_1T_2^bT_1^{-1}=w^bT_2^b$, or $T_2^{-b}T_1T_2^b=w^bT_1$. Raising this to the power $a$ gives

$$T_1^aT_2^b=w^{ab}\,T_2^bT_1^a .$$

Hence $T_2^{u_2}T_1^{v_1}=w^{-u_2v_1}T_1^{v_1}T_2^{u_2}$, and

$$T(u)T(v)=w^{-u_2v_1}T(u+v),\qquad T(v)T(u)=w^{-v_2u_1}T(u+v).$$

Comparing the two,

$$T(u)T(v)=w^{\mathrm{area}(u,v)}\,T(v)T(u).$$

The product $T(v)T(u)$ is invertible and therefore nonzero, so $T(u)$ and $T(v)$ commute exactly when $w^{\mathrm{area}(u,v)}=1$, that is, when $q$ divides $\mathrm{area}(u,v)$.

## The index is an area too

Let $L$ have finite index. Its vectors on the first axis are $(x,0)$ with $x\in A\mathbb Z$, and its second coordinates form $B\mathbb Z$, with $A,B\ge1$. Choose $(c,B)\in L$. Subtracting multiples of $(c,B)$ and then of $(A,0)$ brings every lattice vector to some $(i,j)$ with $0\le i<A$ and $0\le j<B$. Two such vectors that differ by an element of $L$ have equal $j$, and then equal $i$. The index is therefore $AB$.

If $q$ divides all areas spanned by vectors of $L$, it divides the area of $(A,0)$ and $(c,B)$, which is $AB$.

Conversely, take $u,v\in L$ and write $u_2=Bs$, $v_2=Bt$. The vector $tu-sv$ lies in $L$ and has second coordinate zero, so $tu_1-sv_1=Ar$ for an integer $r$. Then

$$\mathrm{area}(u,v)=B(tu_1-sv_1)=AB\,r .$$

Every spanned area is a multiple of the index, so if $q$ divides the index, it divides them all. Together with the commutation criterion this proves the equivalence.

## Why the root must be primitive

Take $T_1=\sigma_z$ and $T_2=\sigma_x$, so that $w=-1$. With $q=4$ we still have $w^q=1$, but $w$ is not a primitive fourth root. The translations of $2\mathbb Z\times\mathbb Z$ span even areas and commute, yet the index is $2$, which is not a multiple of $4$.

## The statement in Lean

In `magnetic_supercell_size`, $T_1$ and $T_2$ have type `(Matrix n n ℂ)ˣ`, the invertible matrices, so negative powers are true inverses. The finite type `n` labels the basis states, and `Nonempty n` says that there is at least one. The hypothesis `hT` is the exchange relation, `hw` is primitivity, `L` is an `AddSubgroup (ℤ × ℤ)`, and `hL` makes its index finite. The right-hand side asks for a natural number `k` with `0 < k` and `L.index = q * k`.

The exchange relation is assumed, not derived from a Hamiltonian with a vector potential, and no Hamiltonian appears. The matrices are finite, as for a finite crystal with magnetic periodic boundary conditions whose number of cells along each primitive vector is a multiple of $q$. The derivation by hand uses only that $T_1$ and $T_2$ are invertible, so it also holds for the translations of an infinite crystal. Commuting is also weaker than $T(u)T(v)=T(u+v)$, which may still fail by a phase on $L$.

```lean
import Mathlib

namespace MagneticSupercell

noncomputable section

/-- The oriented area spanned by two lattice vectors, in units of the primitive cell. -/
def area (u v : ℤ × ℤ) : ℤ := u.1 * v.2 - u.2 * v.1

/-- The magnetic translation `T₁^a T₂^b` by the lattice vector `(a, b)`. -/
def translation {G : Type*} [Group G] (T₁ T₂ : G) (u : ℤ × ℤ) : G :=
  T₁ ^ u.1 * T₂ ^ u.2

/-- If exchanging `x` and `y` costs a central factor `c`, then exchanging `x^a` and `y^b`
costs `c^(ba)`. -/
theorem reorder_powers {G : Type*} [Group G] {c x y : G} (hc : ∀ z, Commute c z)
    (h : x * y = c * (y * x)) (a b : ℤ) :
    x ^ a * y ^ b = c ^ (b * a) * (y ^ b * x ^ a) := by
  -- first move one `x` through `y^b`
  have h1 : SemiconjBy x y (c * y) := by
    change x * y = c * y * x
    rw [h, mul_assoc]
  have h2 : x * y ^ b = c ^ b * y ^ b * x := by
    have h3 := (h1.zpow_right b).eq
    rwa [(hc y).mul_zpow] at h3
  have hcb : ∀ (k : ℤ) (z : G), c ^ k * z = z * c ^ k :=
    fun k z => ((hc z).zpow_left k).eq
  -- then move `y^b` through all powers of `x`
  have h4 : SemiconjBy (y ^ b) (c ^ b * x) x := by
    change y ^ b * (c ^ b * x) = x * y ^ b
    rw [h2, ← mul_assoc, hcb b (y ^ b)]
  have h5 := (h4.zpow_right a).eq
  rw [((hc x).zpow_left b).mul_zpow, ← zpow_mul] at h5
  rw [← h5, ← mul_assoc, ← mul_assoc, hcb (b * a) (y ^ b)]

/-- Two magnetic translations compose to the translation by the summed lattice vector,
up to a power of the central factor `c`. -/
theorem translation_mul {G : Type*} [Group G] {c x y : G} (hc : ∀ z, Commute c z)
    (h : x * y = c * (y * x)) (a b d e : ℤ) :
    (x ^ a * y ^ b) * (x ^ d * y ^ e) = c ^ (-(b * d)) * (x ^ (a + d) * y ^ (b + e)) := by
  have hr : y ^ b * x ^ d = c ^ (-(b * d)) * (x ^ d * y ^ b) := by
    rw [reorder_powers hc h d b, ← mul_assoc, ← zpow_add, neg_add_cancel, zpow_zero, one_mul]
  have hcx : c ^ (-(b * d)) * x ^ a = x ^ a * c ^ (-(b * d)) :=
    ((hc (x ^ a)).zpow_left _).eq
  calc (x ^ a * y ^ b) * (x ^ d * y ^ e) = x ^ a * (y ^ b * x ^ d) * y ^ e := by
        simp only [mul_assoc]
    _ = x ^ a * (c ^ (-(b * d)) * (x ^ d * y ^ b)) * y ^ e := by rw [hr]
    _ = (x ^ a * c ^ (-(b * d))) * (x ^ d * (y ^ b * y ^ e)) := by simp only [mul_assoc]
    _ = c ^ (-(b * d)) * (x ^ (a + d) * y ^ (b + e)) := by
        rw [← hcx, zpow_add, zpow_add]
        simp only [mul_assoc]

variable {n : Type*} [Fintype n] [DecidableEq n] [Nonempty n]
  {T₁ T₂ : (Matrix n n ℂ)ˣ} {w : ℂ} {q : ℕ}

/-- Exchanging two magnetic translations multiplies their product by `w` to the power of
the oriented area that the two lattice vectors span. -/
theorem exchange_phase
    (hT : (T₁ : Matrix n n ℂ) * T₂ = w • ((T₂ : Matrix n n ℂ) * T₁)) (u v : ℤ × ℤ) :
    (translation T₁ T₂ u).val * (translation T₁ T₂ v).val =
      w ^ area u v • ((translation T₁ T₂ v).val * (translation T₁ T₂ u).val) := by
  have hw0 : w ≠ 0 := by
    rintro rfl
    exact (T₁ * T₂).ne_zero (by rw [Units.val_mul, hT, zero_smul])
  -- the phase as a central invertible matrix
  let c : (Matrix n n ℂ)ˣ :=
    Units.map (algebraMap ℂ (Matrix n n ℂ) : ℂ →* Matrix n n ℂ) (Units.mk0 w hw0)
  have hck : ∀ k : ℤ, ((c ^ k : (Matrix n n ℂ)ˣ) : Matrix n n ℂ) =
      algebraMap ℂ (Matrix n n ℂ) (w ^ k) := by
    intro k
    rw [show c ^ k = Units.map (algebraMap ℂ (Matrix n n ℂ) : ℂ →* Matrix n n ℂ)
      (Units.mk0 w hw0 ^ k) from (map_zpow _ _ _).symm]
    change algebraMap ℂ (Matrix n n ℂ) ((Units.mk0 w hw0 ^ k : ℂˣ) : ℂ) = _
    rw [Units.val_zpow_eq_zpow_val, Units.val_mk0]
  have hc : ∀ z, Commute c z := fun z =>
    show c * z = z * c from Units.ext (Algebra.commutes w (z : Matrix n n ℂ))
  have hcT : T₁ * T₂ = c * (T₂ * T₁) := Units.ext (by
    change (T₁ : Matrix n n ℂ) * T₂ =
      algebraMap ℂ (Matrix n n ℂ) w * ((T₂ : Matrix n n ℂ) * T₁)
    rw [hT, Algebra.smul_def])
  have h : translation T₁ T₂ u * translation T₁ T₂ v =
      c ^ area u v * (translation T₁ T₂ v * translation T₁ T₂ u) := by
    unfold translation area
    rw [translation_mul hc hcT u.1 u.2 v.1 v.2, translation_mul hc hcT v.1 v.2 u.1 u.2,
      ← mul_assoc (c ^ (u.1 * v.2 - u.2 * v.1)), ← zpow_add,
      show u.1 * v.2 - u.2 * v.1 + -(v.2 * u.1) = -(u.2 * v.1) by ring,
      add_comm v.1 u.1, add_comm v.2 u.2]
  rw [Algebra.smul_def, ← hck]
  exact congrArg (fun z : (Matrix n n ℂ)ˣ => (z : Matrix n n ℂ)) h

/-- Two magnetic translations commute exactly when `q` divides the area they span. -/
theorem commute_iff_dvd_area (hw : IsPrimitiveRoot w q)
    (hT : (T₁ : Matrix n n ℂ) * T₂ = w • ((T₂ : Matrix n n ℂ) * T₁)) (u v : ℤ × ℤ) :
    Commute (translation T₁ T₂ u) (translation T₁ T₂ v) ↔ (q : ℤ) ∣ area u v := by
  rw [← hw.zpow_eq_one_iff_dvd]
  have hx := exchange_phase hT u v
  constructor
  · intro h
    have h1 : (translation T₁ T₂ u).val * (translation T₁ T₂ v).val =
        (translation T₁ T₂ v).val * (translation T₁ T₂ u).val :=
      congrArg Units.val h.eq
    have hne : (translation T₁ T₂ v).val * (translation T₁ T₂ u).val ≠ 0 :=
      (translation T₁ T₂ v * translation T₁ T₂ u).ne_zero
    have h2 : (w ^ area u v - 1) •
        ((translation T₁ T₂ v).val * (translation T₁ T₂ u).val) = 0 := by
      rw [sub_smul, one_smul, ← hx, h1, sub_self]
    exact sub_eq_zero.mp ((smul_eq_zero.mp h2).resolve_right hne)
  · intro h
    rw [h, one_smul] at hx
    exact Units.ext hx

/-- A subgroup of the one-dimensional lattice consists of the multiples of its index. -/
theorem mem_iff_index_dvd (H : AddSubgroup ℤ) (x : ℤ) : x ∈ H ↔ (H.index : ℤ) ∣ x := by
  obtain ⟨g, rfl⟩ := Int.subgroup_cyclic H
  rw [← AddSubgroup.zmultiples_eq_closure, Int.index_zmultiples, Int.mem_zmultiples_iff,
    Int.natAbs_dvd]

/-- The index of a planar sublattice is the index of its part on the first axis times the
index of its projection on the second axis. -/
theorem index_eq_mul (L : AddSubgroup (ℤ × ℤ)) :
    L.index = (L.comap (AddMonoidHom.inl ℤ ℤ)).index *
      (L.map (AddMonoidHom.snd ℤ ℤ)).index := by
  have hr : (AddMonoidHom.snd ℤ ℤ).range = ⊤ :=
    AddMonoidHom.range_eq_top.mpr fun y => ⟨(0, y), rfl⟩
  have hk : (AddMonoidHom.snd ℤ ℤ).ker = (AddMonoidHom.inl ℤ ℤ).range := by
    ext ⟨x, y⟩
    constructor
    · intro h
      have hy : y = 0 := h
      exact ⟨x, by rw [hy]; rfl⟩
    · rintro ⟨z, hz⟩
      exact (congrArg Prod.snd hz).symm
  have hs : L.relIndex (L ⊔ (AddMonoidHom.inl ℤ ℤ).range) =
      L.relIndex (AddMonoidHom.inl ℤ ℤ).range := by
    rw [AddSubgroup.relIndex_sup_left]
  rw [AddSubgroup.index_comap, AddSubgroup.index_map, hr, AddSubgroup.index_top, mul_one, hk,
    ← hs, AddSubgroup.relIndex_mul_index le_sup_left]

/-- An integer `q` divides all areas spanned by vectors of a sublattice exactly when it
divides the index of the sublattice. -/
theorem dvd_area_iff_dvd_index (L : AddSubgroup (ℤ × ℤ)) (q : ℕ) :
    (∀ u ∈ L, ∀ v ∈ L, (q : ℤ) ∣ area u v) ↔ q ∣ L.index := by
  have hi := index_eq_mul L
  have hA : ∀ x : ℤ, (x, (0 : ℤ)) ∈ L ↔
      ((L.comap (AddMonoidHom.inl ℤ ℤ)).index : ℤ) ∣ x :=
    fun x => mem_iff_index_dvd (L.comap (AddMonoidHom.inl ℤ ℤ)) x
  have hB := mem_iff_index_dvd (L.map (AddMonoidHom.snd ℤ ℤ))
  constructor
  · -- two vectors of `L` span a cell whose area is the index
    intro h
    obtain ⟨v, hv, hm⟩ := (hB _).2 dvd_rfl
    have hm' : v.2 = ((L.map (AddMonoidHom.snd ℤ ℤ)).index : ℤ) := hm
    have h2 := h _ ((hA _).2 dvd_rfl) v hv
    simp only [area, zero_mul, sub_zero, hm'] at h2
    rw [hi]
    exact_mod_cast h2
  · -- every spanned area is a multiple of the index
    intro h u hu v hv
    obtain ⟨s, hs⟩ := (hB u.2).1 ⟨u, hu, rfl⟩
    obtain ⟨t, ht⟩ := (hB v.2).1 ⟨v, hv, rfl⟩
    have hz : (t * u.1 - s * v.1, (0 : ℤ)) ∈ L := by
      have h3 := L.sub_mem (L.zsmul_mem hu t) (L.zsmul_mem hv s)
      have h4 : t • u - s • v = (t * u.1 - s * v.1, (0 : ℤ)) := by
        refine Prod.ext ?_ ?_
        · simp
        · simp only [Prod.snd_sub, Prod.smul_snd, smul_eq_mul, hs, ht]
          ring
      rwa [h4] at h3
    obtain ⟨r, hr⟩ := (hA _).1 hz
    have h5 : area u v = (L.index : ℤ) * r := by
      rw [hi]
      push_cast
      unfold area
      linear_combination ((L.map (AddMonoidHom.snd ℤ ℤ)).index : ℤ) * hr + u.1 * ht - v.1 * hs
    rw [h5]
    exact (Int.natCast_dvd_natCast.2 h).mul_right r

/-- The magnetic translations of a finite-index supercell lattice commute pairwise exactly
when the number of primitive cells in the supercell is a positive multiple of `q`. -/
theorem magnetic_supercell_size (hw : IsPrimitiveRoot w q)
    (hT : (T₁ : Matrix n n ℂ) * T₂ = w • ((T₂ : Matrix n n ℂ) * T₁))
    (L : AddSubgroup (ℤ × ℤ)) (hL : L.FiniteIndex) :
    (∀ u ∈ L, ∀ v ∈ L, Commute (translation T₁ T₂ u) (translation T₁ T₂ v)) ↔
      ∃ k : ℕ, 0 < k ∧ L.index = q * k := by
  simp only [commute_iff_dvd_area hw hT]
  rw [dvd_area_iff_dvd_index]
  constructor
  · rintro ⟨k, hk⟩
    refine ⟨k, Nat.pos_of_ne_zero ?_, hk⟩
    rintro rfl
    exact hL.index_ne_zero (by rw [hk, mul_zero])
  · rintro ⟨k, -, hk⟩
    exact ⟨k, hk⟩

/-- The striped supercell lattice: vectors whose first coordinate is a multiple of `q`. -/
def stripe (q : ℕ) : AddSubgroup (ℤ × ℤ) :=
  (AddSubgroup.zmultiples (q : ℤ)).comap (AddMonoidHom.fst ℤ ℤ)

/-- The striped supercell contains exactly `q` primitive cells, and its magnetic
translations commute pairwise. -/
theorem stripe_attains_minimum (hw : IsPrimitiveRoot w q)
    (hT : (T₁ : Matrix n n ℂ) * T₂ = w • ((T₂ : Matrix n n ℂ) * T₁)) :
    (stripe q).index = q ∧ ∀ u ∈ stripe q, ∀ v ∈ stripe q,
      Commute (translation T₁ T₂ u) (translation T₁ T₂ v) := by
  have hi : (stripe q).index = q := by
    unfold stripe
    rw [AddSubgroup.index_comap_of_surjective _ (fun x => ⟨(x, 0), rfl⟩),
      Int.index_zmultiples, Int.natAbs_natCast]
  refine ⟨hi, fun u hu v hv => (commute_iff_dvd_area hw hT u v).2 ?_⟩
  exact (dvd_area_iff_dvd_index (stripe q) q).2 (by rw [hi]) u hu v hv

/-- The Pauli matrix `σ_z` as an invertible matrix. -/
def pauliZ : (Matrix (Fin 2) (Fin 2) ℂ)ˣ :=
  ⟨!![1, 0; 0, -1], !![1, 0; 0, -1], by simp [Matrix.one_fin_two], by simp [Matrix.one_fin_two]⟩

/-- The Pauli matrix `σ_x` as an invertible matrix. -/
def pauliX : (Matrix (Fin 2) (Fin 2) ℂ)ˣ :=
  ⟨!![0, 1; 1, 0], !![0, 1; 1, 0], by simp [Matrix.one_fin_two], by simp [Matrix.one_fin_two]⟩

/-- The Pauli matrices `σ_z` and `σ_x` satisfy the magnetic translation relation with
`w = -1`, a primitive second root of unity. -/
theorem magnetic_translation_witness :
    IsPrimitiveRoot (-1 : ℂ) 2 ∧
      (pauliZ : Matrix (Fin 2) (Fin 2) ℂ) * pauliX =
        (-1 : ℂ) • ((pauliX : Matrix (Fin 2) (Fin 2) ℂ) * pauliZ) := by
  refine ⟨IsPrimitiveRoot.neg_one 0 (by norm_num), ?_⟩
  ext i j
  fin_cases i <;> fin_cases j <;> simp [pauliZ, pauliX]

end

end MagneticSupercell
```

```lean
#print axioms MagneticSupercell.magnetic_supercell_size
-- 'MagneticSupercell.magnetic_supercell_size' depends on axioms: [propext, Classical.choice, Quot.sound]
#print axioms MagneticSupercell.stripe_attains_minimum
-- 'MagneticSupercell.stripe_attains_minimum' depends on axioms: [propext, Classical.choice, Quot.sound]
```

## How the proof runs

`reorder_powers` is the exchange rule for powers, in any group with a central factor `c`. It uses `SemiconjBy`, Mathlib's form of a conjugation relation, and raises it to integer powers twice, as above. `translation_mul` then gives the phase in $T(u)T(v)$.

`exchange_phase` carries this over to matrices by turning the number $w$ into a central invertible matrix. `commute_iff_dvd_area` subtracts the two orders of the product and cancels the nonzero matrix.

On the lattice side, `mem_iff_index_dvd` says that a subgroup of $\mathbb Z$ consists of the multiples of its index, where Mathlib records an infinite index as $0$. `index_eq_mul` proves the factorisation $AB$ by multiplying relative indices through the subgroup generated by $L$ and the first axis, where the derivation above counted representatives. `dvd_area_iff_dvd_index` follows the two area arguments, and `linear_combination` checks the identity $\mathrm{area}(u,v)=AB\,r$.

The main theorem joins the two criteria; finite index excludes $k=0$. `stripe_attains_minimum` computes the index of the stripe and applies the same criteria. `magnetic_translation_witness` shows that the hypotheses hold for the Pauli matrices with $q=2$: a Mathlib lemma gives the primitivity of $-1$, and the exchange relation is checked entry by entry.
